# For a finite complex matrix \(A=H+iK\) with \(H,K\) Hermitian, \(\mathrm{Re}\langle x,Ax\rangle=\langle x,Hx\rangle\) and \(\mathrm{Im}\langle x,Ax\rangle=\langle x,Kx\rangle\)

## Why does the norm grow when the only imaginary entry is a loss?

Every finite complex square matrix is \(H+iK\) for exactly one pair of Hermitian matrices, and the real and imaginary parts of its expectation values belong to \(H\) and \(K\) respectively. I can't square this with a two-site model that I am playing with. With \(\hbar=1\) its effective Hamiltonian is

\[
A=\begin{pmatrix}1&2\\0&-2i\end{pmatrix},\qquad i\psi'=A\psi .
\]

The only imaginary entry is \(-2i\), which I read as loss from the second site. Yet at \(\psi=(1,\,i/2)\) the squared norm is increasing, at rate 1. Where does the gain come from, and could a different split of \(A\) move it somewhere else?

## Gain and loss sit in \(K\), which the one-way hopping also feeds

The gain comes from the hopping, and no other split into Hermitian parts exists. The two parts are

\[
H=\frac{A+A^\dagger}{2},\qquad K=\frac{A-A^\dagger}{2i},
\]

and the squared norm changes at the rate \(2\langle\psi,K\psi\rangle\). The matrix \(K\) measures how far \(A\) is from its adjoint, which is not the same as collecting the imaginary parts of the entries. For your matrix,

\[
H=\begin{pmatrix}1&1\\1&0\end{pmatrix},\qquad
K=\begin{pmatrix}0&-i\\ i&-2\end{pmatrix}.
\]

The real entry 2, which has no partner below the diagonal, contributes to both. At \(\psi=(1,i/2)\) we have \(A\psi=(1+i,\,1)\), so

\[
\langle\psi,A\psi\rangle=(1+i)-\tfrac{i}{2}=1+\tfrac{i}{2}.
\]

Separately, \(H\psi=(1+i/2,\,1)\) gives \(\langle\psi,H\psi\rangle=1\), and \(K\psi=(1/2,\,0)\) gives \(\langle\psi,K\psi\rangle=1/2\). The rate is \(2\cdot\tfrac12=1\), as you found. Since \(\|\psi\|^2=5/4\), the normalised expectation values are \(4/5\) for \(H\) and \(2/5\) for \(K\). At \(\psi=(1,1)\) the same \(K\) gives \(-2\), so the squared norm falls there at rate 4. One matrix can produce gain in some states and loss in others. If you normalise \((1,i/2)\) and start there, the squared norm rises above 1, so it can't be a survival probability, and your matrix doesn't describe a quantum system that only decays. It can model mode amplitudes in a system with amplification, where the squared norm stands for an intensity.

### From the adjoint to the norm balance

**The parts are Hermitian and rebuild \(A\).** The sum \(A+A^\dagger\) is its own adjoint. The difference \(A-A^\dagger\) changes sign under the adjoint, and so does the factor \(1/(2i)\) under conjugation, so \(K^\dagger=K\). Adding up,

\[
H+iK=\tfrac12(A+A^\dagger)+\tfrac12(A-A^\dagger)=A .
\]

**The pair is unique.** Let \(A=H+iK\) with any Hermitian \(H\) and \(K\). Then \(A^\dagger=H-iK\). Adding the two equations gives \(2H=A+A^\dagger\), and subtracting them gives \(2iK=A-A^\dagger\).

**Hermitian matrices have real expectation values.** Write \(\langle x,Mx\rangle=\sum_{i,j}\overline{x_i}M_{ij}x_j\). Its conjugate is

\[
\sum_{i,j}x_i\overline{M_{ij}}\,\overline{x_j}=\sum_{j,i}\overline{x_j}(M^\dagger)_{ji}x_i=\langle x,M^\dagger x\rangle .
\]

If \(M^\dagger=M\), the number equals its own conjugate and is real.

**The parts separate.** The expectation value is linear in the matrix, so

\[
\langle x,Ax\rangle=\langle x,Hx\rangle+i\langle x,Kx\rangle .
\]

Both expectation values on the right are real, so they are the real and imaginary parts of the left side.

**The norm balance.** Put \(z=\langle\psi,A\psi\rangle\) and \(\psi'=-iA\psi\). The product rule gives

\[
\frac{d}{dt}\sum_i\overline{\psi_i}\psi_i=\sum_i\overline{\psi_i'}\psi_i+\sum_i\overline{\psi_i}\psi_i'
=\overline{(-iz)}+(-iz)=2\,\mathrm{Im}\,z=2\langle\psi,K\psi\rangle .
\]

**Expectation values determine the matrix.** Suppose \(\langle x,Mx\rangle=0\) for every complex \(x\). For a complex number \(c\),

\[
\langle x+cy,M(x+cy)\rangle=\langle x,Mx\rangle+c\langle x,My\rangle+\bar c\langle y,Mx\rangle+|c|^2\langle y,My\rangle .
\]

Taking \(c=1\) gives \(\langle x,My\rangle+\langle y,Mx\rangle=0\), and \(c=i\) gives \(\langle x,My\rangle-\langle y,Mx\rangle=0\). Hence \(\langle x,My\rangle=0\) for all \(x,y\), and basis vectors turn this into \(M_{ij}=0\).

Now let all expectation values of \(A\) be real. Then \(\langle x,Kx\rangle=0\) for every \(x\), so \(K=0\) and \(A=H\) is Hermitian. The converse was shown above. Real vectors alone would not suffice: \(\begin{pmatrix}0&1\\-1&0\end{pmatrix}\) has expectation value zero in all of them, and it is not Hermitian.

### The same argument in Lean

```lean
import Mathlib

open Matrix

namespace CartesianDecomposition

noncomputable section

variable {n : Type*}

/-- The Hermitian part `H = (A + A†)/2` of a complex square matrix. -/
def hermPart (A : Matrix n n ℂ) : Matrix n n ℂ := (1 / 2 : ℂ) • (A + Aᴴ)

/-- The gain-loss part `K = (A - A†)/(2i)` of a complex square matrix. -/
def gainPart (A : Matrix n n ℂ) : Matrix n n ℂ := (1 / (2 * Complex.I)) • (A - Aᴴ)

/-- The part `H = (A + A†)/2` is Hermitian. -/
theorem hermPart_isHermitian (A : Matrix n n ℂ) : (hermPart A).IsHermitian := by
  have h : star (1 / 2 : ℂ) = 1 / 2 := by simp
  refine Matrix.IsHermitian.ext fun i j => ?_
  simp only [hermPart, Matrix.smul_apply, Matrix.add_apply, conjTranspose_apply, smul_eq_mul,
    star_mul', star_add, star_star, h]
  ring

/-- The part `K = (A - A†)/(2i)` is Hermitian. -/
theorem gainPart_isHermitian (A : Matrix n n ℂ) : (gainPart A).IsHermitian := by
  have h : star (1 / (2 * Complex.I)) = -(1 / (2 * Complex.I)) := by simp
  refine Matrix.IsHermitian.ext fun i j => ?_
  simp only [gainPart, Matrix.smul_apply, Matrix.sub_apply, conjTranspose_apply, smul_eq_mul,
    star_mul', star_sub, star_star, h]
  ring

/-- Every complex square matrix is `H + iK`, with `H` its Hermitian part and `K` its
gain-loss part. -/
theorem eq_hermPart_add (A : Matrix n n ℂ) :
    A = hermPart A + Complex.I • gainPart A := by
  have h0 := Complex.I_ne_zero
  have hI : Complex.I * (1 / (2 * Complex.I)) = 1 / 2 := by field_simp
  ext i j
  simp only [hermPart, gainPart, Matrix.smul_apply, Matrix.add_apply, Matrix.sub_apply,
    conjTranspose_apply,
    smul_eq_mul]
  linear_combination (-(A i j - star (A j i))) * hI

/-- If `A = H + iK` with `H` and `K` Hermitian, then `H = (A + A†)/2` and
`K = (A - A†)/(2i)`. -/
theorem parts_unique {A H K : Matrix n n ℂ} (hH : H.IsHermitian) (hK : K.IsHermitian)
    (h : A = H + Complex.I • K) : H = hermPart A ∧ K = gainPart A := by
  -- the adjoint flips the sign of the second part
  have hA : Aᴴ = H - Complex.I • K := by
    rw [h, conjTranspose_add, conjTranspose_smul, hH.eq, hK.eq, Complex.star_def,
      Complex.conj_I, neg_smul, sub_eq_add_neg]
  constructor
  · rw [hermPart, hA, h]
    module
  · have h2 : A - Aᴴ = (2 * Complex.I) • K := by
      rw [hA, h]
      module
    have h3 : (2 * Complex.I) ≠ 0 := mul_ne_zero two_ne_zero Complex.I_ne_zero
    rw [gainPart, h2, smul_smul, one_div, inv_mul_cancel₀ h3, one_smul]

variable [Fintype n]

/-- The expectation value `⟨x, A x⟩`, for a vector `x` that need not be normalised. -/
def expect (A : Matrix n n ℂ) (x : n → ℂ) : ℂ := star x ⬝ᵥ A *ᵥ x

/-- A Hermitian matrix has real expectation values. -/
theorem expect_im_eq_zero {H : Matrix n n ℂ} (hH : H.IsHermitian) (x : n → ℂ) :
    (expect H x).im = 0 := by
  -- conjugating the expectation value replaces the matrix by its adjoint
  have h : star (expect H x) = expect Hᴴ x := by
    simp only [expect, dotProduct, mulVec, Finset.mul_sum, star_sum, star_mul',
      Pi.star_apply, star_star, conjTranspose_apply]
    rw [Finset.sum_comm]
    refine Finset.sum_congr rfl fun i _ => Finset.sum_congr rfl fun j _ => ?_
    ring
  rw [hH.eq] at h
  exact Complex.conj_eq_iff_im.mp h

/-- Every complex square matrix is `H + iK` for exactly one pair of Hermitian matrices, and
for every vector the real part of `⟨x, A x⟩` is `⟨x, H x⟩` and the imaginary part is
`⟨x, K x⟩`. -/
theorem cartesian_decomposition (A : Matrix n n ℂ) :
    ((hermPart A).IsHermitian ∧ (gainPart A).IsHermitian ∧
      A = hermPart A + Complex.I • gainPart A) ∧
    (∀ H K : Matrix n n ℂ, H.IsHermitian → K.IsHermitian → A = H + Complex.I • K →
      H = hermPart A ∧ K = gainPart A) ∧
    ∀ x : n → ℂ, ((expect A x).re : ℂ) = expect (hermPart A) x ∧
      ((expect A x).im : ℂ) = expect (gainPart A) x := by
  refine ⟨⟨hermPart_isHermitian A, gainPart_isHermitian A, eq_hermPart_add A⟩,
    fun H K hH hK h => parts_unique hH hK h, fun x => ?_⟩
  -- the expectation value is linear in the matrix
  have lin : ∀ H K : Matrix n n ℂ,
      expect (H + Complex.I • K) x = expect H x + Complex.I * expect K x := by
    intro H K
    simp only [expect, dotProduct, mulVec, Matrix.add_apply, Matrix.smul_apply, smul_eq_mul,
      Finset.mul_sum, ← Finset.sum_add_distrib]
    refine Finset.sum_congr rfl fun i _ => Finset.sum_congr rfl fun j _ => ?_
    ring
  have h := lin (hermPart A) (gainPart A)
  rw [← eq_hermPart_add A] at h
  have h1 := expect_im_eq_zero (hermPart_isHermitian A) x
  have h2 := expect_im_eq_zero (gainPart_isHermitian A) x
  constructor <;> apply Complex.ext <;> simp [h, h1, h2]

/-- If `ψ` obeys the Schrödinger equation `i ψ' = A ψ` at time `t`, its squared norm changes
there at the rate `2 ⟨ψ, K ψ⟩`, with `K` the gain-loss part of `A`. -/
theorem norm_balance (A : Matrix n n ℂ) (ψ : ℝ → n → ℂ) (t : ℝ)
    (hψ : HasDerivAt ψ (-(Complex.I • (A *ᵥ ψ t))) t) :
    HasDerivAt (fun s => star (ψ s) ⬝ᵥ ψ s) (2 * expect (gainPart A) (ψ t)) t := by
  have hc := hasDerivAt_pi.mp hψ
  have h1 : ∑ i, star (ψ t i) * (-(Complex.I • (A *ᵥ ψ t))) i
      = -Complex.I * expect A (ψ t) := by
    simp only [expect, dotProduct, Finset.mul_sum, Pi.neg_apply, Pi.smul_apply,
      smul_eq_mul, Pi.star_apply]
    exact Finset.sum_congr rfl fun i _ => by ring
  have h2 : ∑ i, star ((-(Complex.I • (A *ᵥ ψ t))) i) * ψ t i
      = star (-Complex.I * expect A (ψ t)) := by
    rw [← h1, star_sum]
    refine Finset.sum_congr rfl fun i _ => ?_
    rw [star_mul', star_star]
    ring
  -- product rule, component by component
  have hs := HasDerivAt.fun_sum (u := Finset.univ)
    fun i _ => ((hc i).star).fun_mul (hc i)
  change HasDerivAt (fun s => ∑ i, star (ψ s i) * ψ s i) _ t
  refine hs.congr_deriv ?_
  rw [Finset.sum_add_distrib, h2, h1, ← ((cartesian_decomposition A).2.2 (ψ t)).2]
  apply Complex.ext <;> simp
  ring

/-- A complex matrix whose expectation values all vanish is the zero matrix. -/
theorem eq_zero_of_expect {M : Matrix n n ℂ} (h : ∀ x, expect M x = 0) : M = 0 := by
  classical
  -- polarisation: expand the expectation value in the superposition `x + c y`
  have pol : ∀ (x y : n → ℂ) (c : ℂ), expect M (x + c • y) = expect M x
      + c * (star x ⬝ᵥ M *ᵥ y) + star c * (star y ⬝ᵥ M *ᵥ x)
      + star c * c * expect M y := by
    intro x y c
    simp only [expect, dotProduct, mulVec, Pi.add_apply, Pi.smul_apply, Pi.star_apply,
      smul_eq_mul, star_add, star_mul', Finset.mul_sum, ← Finset.sum_add_distrib]
    refine Finset.sum_congr rfl fun i _ => Finset.sum_congr rfl fun j _ => ?_
    ring
  have off : ∀ x y : n → ℂ, star x ⬝ᵥ M *ᵥ y = 0 := by
    intro x y
    have h1 := pol x y 1
    have h2 := pol x y Complex.I
    simp only [h, star_one] at h1
    simp only [h, Complex.star_def, Complex.conj_I] at h2
    linear_combination (-1 / 2 : ℂ) * h1 + (Complex.I / 2) * h2
      + ((star x ⬝ᵥ M *ᵥ y - star y ⬝ᵥ M *ᵥ x) / 2) * Complex.I_sq
  ext i j
  have e : star (Pi.single i 1 : n → ℂ) = Pi.single i 1 := by
    ext k
    by_cases hk : k = i <;> simp [hk]
  have hij := off (Pi.single i 1) (Pi.single j 1)
  rw [e] at hij
  simpa [dotProduct, mulVec, Pi.single_apply] using hij

/-- A complex matrix is Hermitian exactly when all its expectation values are real. -/
theorem isHermitian_iff_expect_real (A : Matrix n n ℂ) :
    A.IsHermitian ↔ ∀ x, (expect A x).im = 0 := by
  refine ⟨fun hA x => expect_im_eq_zero hA x, fun h => ?_⟩
  have hK : gainPart A = 0 := eq_zero_of_expect fun x => by
    rw [← ((cartesian_decomposition A).2.2 x).2, h x, Complex.ofReal_zero]
  have d := eq_hermPart_add A
  rw [hK, smul_zero, add_zero] at d
  rw [d]
  exact hermPart_isHermitian A

end

end CartesianDecomposition
```

```lean
#print axioms CartesianDecomposition.norm_balance
#print axioms CartesianDecomposition.isHermitian_iff_expect_real
```

```
'CartesianDecomposition.norm_balance' depends on axioms: [propext, Classical.choice, Quot.sound]
'CartesianDecomposition.isHermitian_iff_expect_real' depends on axioms: [propext, Classical.choice, Quot.sound]
```

### What the Lean statements say about \(A\), \(x\) and \(\psi\)

The type `n` labels the basis states, and `Matrix n n ℂ` is a square array of complex numbers over those labels. `Aᴴ` is the conjugate transpose \(A^\dagger\). The definitions `hermPart` and `gainPart` are the formulas for \(H\) and \(K\). Despite its name, `gainPart` holds loss as well: a positive expectation value means gain and a negative one means loss. Many texts write the effective Hamiltonian as \(H-i\Gamma/2\), in which case \(K=-\Gamma/2\).

From `variable [Fintype n]` onwards the basis is finite. The number `expect A x` is \(\sum_{i,j}\overline{x_i}A_{ij}x_j\), conjugate-linear in the left slot and without division by \(\langle x,x\rangle\). For a nonzero vector, dividing by \(\langle x,x\rangle\) gives the usual normalised mean. The basis is understood to be orthonormal; with an overlap matrix, as for atomic orbitals, `star x ⬝ᵥ x` would not be the squared norm.

The theorem `cartesian_decomposition` has three clauses:

- \(H\) and \(K\) are Hermitian and \(A=H+iK\).
- Any Hermitian pair that rebuilds \(A\) is this pair.
- For every \(x\), the real part of `expect A x` equals `expect (hermPart A) x`, and the imaginary part equals `expect (gainPart A) x`.

The last two equalities are between complex numbers, with the real number on the left regarded as complex. They therefore also say that the right-hand sides are real.

In `norm_balance`, the hypothesis `hψ` is the Schrödinger equation at the single time `t`, with \(\hbar=1\). Nothing is asked of \(\psi\) at other times, so for a time-dependent Hamiltonian one may insert its value at `t`. The conclusion gives the derivative of the squared norm at `t`.

The theorem `isHermitian_iff_expect_real` says that \(A\) is Hermitian exactly when `expect A x` has zero imaginary part for every complex vector `x`.

The physical step left to you is the one that produces \(A\). That an open system obeys \(i\psi'=A\psi\) with a given non-Hermitian matrix is an input here, usually an approximation obtained by eliminating an environment or a continuum.

The result bears on decaying states and on absorbing potentials in wave-packet simulation, as long as the problem has been reduced to a finite matrix in an orthonormal basis. If a Hermitian matrix is supplemented by \(-iW\), with \(W\) diagonal and non-negative, then \(K=-W\) and the norm can't grow. Your hopping breaks the first of those conditions.

### How the Lean lemmas carry out the calculation

`hermPart_isHermitian` and `gainPart_isHermitian` compare matrix entries. In each, `h` records what conjugation does to the prefactor: \(1/2\) stays and \(1/(2i)\) changes sign. `ring` then finishes the algebra. `eq_hermPart_add` also works entry by entry, using \(i\cdot 1/(2i)=1/2\), which is `hI`.

`parts_unique` first derives \(A^\dagger=H-iK\) as `hA`. The tactic `module` does the addition and subtraction of the two matrix equations, and the nonzero factor \(2i\) is then cancelled to isolate \(K\).

In `expect_im_eq_zero`, the intermediate statement `h` is the conjugation formula for expectation values. `Finset.sum_comm` exchanges the two sums, which is the relabelling made in the derivation. Hermiticity turns `h` into the statement that the number is its own conjugate.

`cartesian_decomposition` collects the earlier lemmas for its first two clauses. For the third it proves linearity as `lin`, applies it to \(H\) and \(K\), and uses `Complex.ext` to compare real and imaginary parts. The facts `h1` and `h2` remove the imaginary parts of the two Hermitian expectation values.

`norm_balance` passes to components with `hasDerivAt_pi` and applies the product rule to each term of the sum. Here `h1` evaluates the half containing \(\psi'\) as \(-iz\), and `h2` evaluates the other half as its conjugate. The third clause of the main theorem replaces \(\mathrm{Im}\,z\) by \(\langle\psi,K\psi\rangle\).

`eq_zero_of_expect` proves the expansion in \(c\) as `pol`. The step `off` combines the cases \(c=1\) and \(c=i\) through `linear_combination`, and the vectors `Pi.single i 1` and `Pi.single j 1` pick out the entry \(M_{ij}\). Finally, `isHermitian_iff_expect_real` applies this lemma to \(K\): real expectation values make `gainPart A` zero, and \(A\) is then equal to its Hermitian part.
